# The acoustic plasmon of a cold electron bilayer and its sound velocity

Two parallel electron layers coupled by the Coulomb force carry density waves, and a formal statement about their frequencies needs a definition of a mode. Here a squared frequency is a real number \(w\) that is an eigenvalue of the matrix of the linearised motion, with a nonzero real eigenvector. The closed formulas for the two branches are then proved to give exactly these numbers. Note that \(w\) stands for \(\omega^2\), not for \(\omega\).

## Two charged sheets in linear response

The layers lie at heights \(0\) and \(d\) and have equilibrium areal densities \(n_1\) and \(n_2\). Their density amplitudes at in-plane wavenumber \(q\) are \(v_0\) and \(v_1\), numbered from zero as in Lean. Electron charge and mass are one, and the Coulomb energy of two unit charges at distance \(r\) is \(1/r\).

In a layer of density \(n\), let \(\rho\) be the density disturbance, \(u\) the velocity and \(\phi\) the potential energy of an electron. The linearised continuity and force equations are

\[
\partial_t\rho=-n\,\nabla\!\cdot u,\qquad \partial_t u=-\nabla\phi .
\]

Together they give \(\partial_t^2\rho=n\nabla^2\phi\), so a wave obeys \(\omega^2\rho=nq^2\phi\). The interaction between planes whose heights differ by \(z\) has the Fourier transform \((2\pi/q)e^{-q|z|}\). With \(E=e^{-qd}\) this gives

\[
\begin{aligned}
w v_0&=2\pi q\,n_1(v_0+E v_1),\\
w v_1&=2\pi q\,n_2(E v_0+v_1).
\end{aligned}
\]

The force equation has no pressure term, so the electrons are treated as cold. On the acoustic branch \(\omega/q\) tends to a constant, so the approximation does not become exact as \(q\to0\); it needs a sound velocity that is large compared with the Fermi velocities. The model also leaves out tunnelling, layer thickness and exchange-correlation effects.

## Two positive eigenvalues and a linear dispersion

The theorem `acoustic_bilayer_plasmon` assumes \(n_1,n_2,d>0\) and states two things:

- For every \(q>0\), the set `squaredFrequencies` consists of `acousticSq` and `opticalSq`, with \(0<\) `acousticSq` \(<\) `opticalSq`.
- As \(q\) tends to zero from above, written `𝓝[>] 0`, `acousticSq` divided by \(q^2\) tends to \(4\pi d n_1n_2/(n_1+n_2)\).

The theorem `acoustic_velocity` adds that \(\omega/q\) on the lower branch tends to the square root of this limit.

In the file, `plasmonMatrix` is the matrix of the two coupled equations, and a vector of type `Fin 2 → ℝ` holds the two amplitudes. The name "optical" refers to the upper branch, although in this two-dimensional system its frequency also vanishes as \(q\to0\).

For a double quantum well without tunnelling, in units that absorb the effective mass and a uniform dielectric constant, the sound velocity is a reference value for \(\omega/q\) at the acoustic peak of a numerical loss function at small \(q\). If that calculation includes the Fermi motion of the electrons, the comparison is meaningful only when the sound velocity is large compared with the Fermi velocities.

## From the secular equation to the sound velocity

A nonzero solution of the coupled equations requires

\[
(2\pi q n_1-w)(2\pi q n_2-w)-(2\pi q)^2n_1n_2E^2=0,
\]

which expands to

\[
w^2-2\pi q(n_1+n_2)w+(2\pi q)^2n_1n_2(1-E^2)=0 .
\]

The roots are

\[
w_\mp=\pi q\,(n_1+n_2\mp S),\qquad S=\sqrt{(n_1-n_2)^2+4n_1n_2E^2}.
\]

Since \(E>0\), \(S\) is positive and the roots differ. Since \(E<1\),

\[
(n_1+n_2)^2-S^2=4n_1n_2(1-E^2)>0,
\]

so \(S<n_1+n_2\) and both roots are positive.

For the limit, regard \(S\) as a function of \(q\). At \(q=0\) we have \(E=1\) and \(S(0)=n_1+n_2\). The radicand \(S^2\) has slope \(-8dn_1n_2\) there, hence

\[
S'(0)=\frac{-8dn_1n_2}{2S(0)}=-\frac{4dn_1n_2}{n_1+n_2}.
\]

Therefore

\[
\frac{w_-}{q^2}=-\pi\,\frac{S(q)-S(0)}{q}\;\longrightarrow\;-\pi S'(0)=\frac{4\pi d n_1n_2}{n_1+n_2}.
\]

Setting \(E=1\) before solving for the roots would give \(w_-=0\) and lose the sound velocity. The first-order term of \(E\) in \(q\) has to be kept.

## Densities 8 and 3 at half coupling

Take \(n_1=8\), \(n_2=3\), \(d=1\) and \(q=\ln 2\), so that \(E=1/2\). Then \(S=\sqrt{25+24}=7\), and the squared frequencies are \(4\pi q\) and \(18\pi q\). The amplitudes \((v_0,v_1)\) are proportional to \((2,-3)\) on the lower branch and \((4,1)\) on the upper one: the layers move in opposite phase in the acoustic mode and in phase in the other.

Here \(w_-/q^2=4\pi/\ln2\approx18.1\), while the limit is \(96\pi/11\approx27.4\). At \(qd\approx0.69\) the mode is still far from its long-wavelength form. Planck's constant does not enter the model, so the unit of length is free and the numbers illustrate the formulas only. Read in atomic units, they would give a sound velocity that is not large compared with the Fermi velocities, and the electrons could not be treated as cold.

## The file

```lean
import Mathlib

open Filter
open scoped Real Topology Matrix

namespace BilayerPlasmon

noncomputable section

/-- In-plane Fourier transform, at wavenumber `q > 0`, of the Coulomb interaction between
unit charges in two parallel planes whose heights differ by `z`. -/
def layerCoulomb (q z : ℝ) : ℝ := 2 * π / q * Real.exp (-(q * |z|))

/-- The plasmon matrix of two electron layers of densities `n1` and `n2` at distance `d`,
for density waves of wavenumber `q`, in units where electron charge and mass are one. -/
def plasmonMatrix (n1 n2 d q : ℝ) : Matrix (Fin 2) (Fin 2) ℝ :=
  (2 * π * q) • !![n1, n1 * Real.exp (-(q * d)); n2 * Real.exp (-(q * d)), n2]

/-- The squared mode frequencies: the numbers `w` for which some nonzero pair of layer
density amplitudes is an eigenvector of the plasmon matrix with eigenvalue `w`. -/
def squaredFrequencies (n1 n2 d q : ℝ) : Set ℝ :=
  {w | ∃ v : Fin 2 → ℝ, v ≠ 0 ∧ plasmonMatrix n1 n2 d q *ᵥ v = w • v}

/-- The square root that separates the two plasmon branches. -/
def splitting (n1 n2 d q : ℝ) : ℝ :=
  √((n1 - n2) ^ 2 + 4 * n1 * n2 * Real.exp (-(q * d)) ^ 2)

/-- Closed form for the squared frequency of the lower, acoustic branch. -/
def acousticSq (n1 n2 d q : ℝ) : ℝ := π * q * (n1 + n2 - splitting n1 n2 d q)

/-- Closed form for the squared frequency of the upper, optical branch. -/
def opticalSq (n1 n2 d q : ℝ) : ℝ := π * q * (n1 + n2 + splitting n1 n2 d q)

/-- For `d, q > 0`, the linear response of each layer, `n_i q²` times the Coulomb interaction
between layers at heights `0` and `d`, gives the plasmon matrix. -/
theorem plasmonMatrix_from_coulomb (n1 n2 : ℝ) {d q : ℝ} (hd : 0 < d) (hq : 0 < q) :
    (Matrix.of fun i j : Fin 2 =>
      ![n1, n2] i * q ^ 2 * layerCoulomb q (![0, d] i - ![0, d] j)) =
      plasmonMatrix n1 n2 d q := by
  have hq0 : q ≠ 0 := hq.ne'
  ext i j
  fin_cases i <;> fin_cases j <;>
    simp [layerCoulomb, plasmonMatrix, abs_of_pos hd] <;> field_simp

/-- The eigenvalue equation written out as two coupled equations for the density
amplitudes of the layers. -/
theorem coupled_equations (n1 n2 d q w : ℝ) (v : Fin 2 → ℝ) :
    plasmonMatrix n1 n2 d q *ᵥ v = w • v ↔
      2 * π * q * n1 * v 0 + 2 * π * q * (n1 * Real.exp (-(q * d))) * v 1 = w * v 0 ∧
      2 * π * q * (n2 * Real.exp (-(q * d))) * v 0 + 2 * π * q * n2 * v 1 = w * v 1 := by
  rw [funext_iff, Fin.forall_fin_two]
  simp only [Matrix.mulVec, dotProduct, Fin.sum_univ_two, Pi.smul_apply, smul_eq_mul]
  exact Iff.rfl

/-- For positive densities, the secular polynomial of the bilayer factors into the acoustic
and the optical branch. -/
theorem secular_factor {n1 n2 : ℝ} (h1 : 0 < n1) (h2 : 0 < n2) (d q w : ℝ) :
    (2 * π * q * n1 - w) * (2 * π * q * n2 - w)
      - (2 * π * q) ^ 2 * n1 * n2 * Real.exp (-(q * d)) ^ 2 =
      (w - acousticSq n1 n2 d q) * (w - opticalSq n1 n2 d q) := by
  have hs : splitting n1 n2 d q ^ 2 =
      (n1 - n2) ^ 2 + 4 * n1 * n2 * Real.exp (-(q * d)) ^ 2 :=
    Real.sq_sqrt (by positivity)
  unfold acousticSq opticalSq
  linear_combination (π * q) ^ 2 * hs

/-- For positive densities and wavenumber, the squared mode frequencies are exactly the
acoustic and the optical one. -/
theorem squaredFrequencies_eq {n1 n2 q : ℝ} (h1 : 0 < n1) (h2 : 0 < n2) (d : ℝ)
    (hq : 0 < q) :
    squaredFrequencies n1 n2 d q = {acousticSq n1 n2 d q, opticalSq n1 n2 d q} := by
  ext w
  have hf := secular_factor h1 h2 d q w
  simp only [squaredFrequencies, Set.mem_ofPred_eq, Set.mem_insert_iff, Set.mem_singleton_iff]
  constructor
  · rintro ⟨v, hv, h⟩
    obtain ⟨r0, r1⟩ := (coupled_equations n1 n2 d q w v).mp h
    -- eliminating either amplitude leaves the secular polynomial times the other
    have e0 : (w - acousticSq n1 n2 d q) * (w - opticalSq n1 n2 d q) * v 0 = 0 := by
      rw [← hf]
      linear_combination (2 * π * q * n2 - w) * r0
        - 2 * π * q * n1 * Real.exp (-(q * d)) * r1
    have e1 : (w - acousticSq n1 n2 d q) * (w - opticalSq n1 n2 d q) * v 1 = 0 := by
      rw [← hf]
      linear_combination (2 * π * q * n1 - w) * r1
        - 2 * π * q * n2 * Real.exp (-(q * d)) * r0
    by_contra hw
    rw [not_or] at hw
    have hp := mul_ne_zero (sub_ne_zero.mpr hw.1) (sub_ne_zero.mpr hw.2)
    apply hv
    rw [funext_iff, Fin.forall_fin_two]
    exact ⟨(mul_eq_zero.mp e0).resolve_left hp, (mul_eq_zero.mp e1).resolve_left hp⟩
  · intro hw
    have hz : (w - acousticSq n1 n2 d q) * (w - opticalSq n1 n2 d q) = 0 := by
      rcases hw with h | h <;> rw [h] <;> ring
    rw [← hf] at hz
    -- the first equation fixes the ratio of the amplitudes
    refine ⟨![2 * π * q * n1 * Real.exp (-(q * d)), w - 2 * π * q * n1], ?_, ?_⟩
    · intro h
      have h0 : 2 * π * q * n1 * Real.exp (-(q * d)) = 0 := congrFun h 0
      have hpos : 0 < 2 * π * q * n1 * Real.exp (-(q * d)) := by positivity
      exact hpos.ne' h0
    · rw [coupled_equations]
      simp only [Matrix.cons_val_zero, Matrix.cons_val_one]
      constructor
      · ring
      · linear_combination -hz

/-- For positive densities, distance and wavenumber, both squared frequencies are positive
and the acoustic one is the smaller. -/
theorem acoustic_pos_lt_optical {n1 n2 d q : ℝ} (h1 : 0 < n1) (h2 : 0 < n2) (hd : 0 < d)
    (hq : 0 < q) :
    0 < acousticSq n1 n2 d q ∧ acousticSq n1 n2 d q < opticalSq n1 n2 d q := by
  have he : Real.exp (-(q * d)) < 1 :=
    Real.exp_lt_one_iff.mpr (neg_neg_of_pos (mul_pos hq hd))
  have he0 := Real.exp_pos (-(q * d))
  have hs0 : 0 < splitting n1 n2 d q := Real.sqrt_pos.mpr (by positivity)
  have hs1 : splitting n1 n2 d q < n1 + n2 := by
    refine (Real.sqrt_lt' (by positivity)).mpr ?_
    have hx : 0 < 1 - Real.exp (-(q * d)) ^ 2 := by nlinarith
    nlinarith [mul_pos (mul_pos h1 h2) hx]
  have hpq : 0 < π * q := mul_pos Real.pi_pos hq
  exact ⟨mul_pos hpq (by linarith), mul_lt_mul_of_pos_left (by linarith) hpq⟩

/-- For positive densities, the slope of the branch splitting at zero wavenumber is
`-4 d n1 n2 / (n1 + n2)`. -/
theorem splitting_hasDerivAt {n1 n2 : ℝ} (h1 : 0 < n1) (h2 : 0 < n2) (d : ℝ) :
    HasDerivAt (splitting n1 n2 d) (-(4 * d * n1 * n2 / (n1 + n2))) 0 := by
  have hS : 0 < n1 + n2 := by positivity
  have he : (n1 - n2) ^ 2 + 4 * n1 * n2 * Real.exp (-(0 * d)) ^ 2 = (n1 + n2) ^ 2 := by
    rw [zero_mul, neg_zero, Real.exp_zero]
    ring
  have hexp : HasDerivAt (fun q : ℝ => Real.exp (-(q * d))) (-d) 0 := by
    have h := ((hasDerivAt_id' (0 : ℝ)).mul_const d).fun_neg.exp
    simpa using h
  have hrad : HasDerivAt
      (fun q : ℝ => (n1 - n2) ^ 2 + 4 * n1 * n2 * Real.exp (-(q * d)) ^ 2)
      (-(8 * d * n1 * n2)) 0 := by
    refine (((hexp.fun_pow 2).const_mul (4 * n1 * n2)).const_add
      ((n1 - n2) ^ 2)).congr_deriv ?_
    norm_num
    ring
  refine (hrad.sqrt (by rw [he]; positivity)).congr_deriv ?_
  simp only [he, Real.sqrt_sq hS.le]
  rw [div_eq_iff (by positivity)]
  have hc : 4 * d * n1 * n2 / (n1 + n2) * (n1 + n2) = 4 * d * n1 * n2 :=
    div_mul_cancel₀ _ hS.ne'
  linear_combination 2 * hc

/-- Acoustic bilayer plasmon: for positive densities and distance, the plasmon matrix has at
each `q > 0` exactly two distinct positive eigenvalues, and the smaller one divided by `q²`
tends to `4π d n1 n2 / (n1 + n2)` as `q` tends to zero. -/
theorem acoustic_bilayer_plasmon {n1 n2 d : ℝ} (h1 : 0 < n1) (h2 : 0 < n2) (hd : 0 < d) :
    (∀ q, 0 < q → 0 < acousticSq n1 n2 d q ∧ acousticSq n1 n2 d q < opticalSq n1 n2 d q ∧
      squaredFrequencies n1 n2 d q = {acousticSq n1 n2 d q, opticalSq n1 n2 d q}) ∧
    Tendsto (fun q => acousticSq n1 n2 d q / q ^ 2) (𝓝[>] 0)
      (𝓝 (4 * π * d * n1 * n2 / (n1 + n2))) := by
  refine ⟨fun q hq => ⟨(acoustic_pos_lt_optical h1 h2 hd hq).1,
    (acoustic_pos_lt_optical h1 h2 hd hq).2, squaredFrequencies_eq h1 h2 d hq⟩, ?_⟩
  have hs0 : splitting n1 n2 d 0 = n1 + n2 := by
    unfold splitting
    rw [zero_mul, neg_zero, Real.exp_zero,
      show (n1 - n2) ^ 2 + 4 * n1 * n2 * 1 ^ 2 = (n1 + n2) ^ 2 by ring,
      Real.sqrt_sq (by positivity)]
  -- the limit is the slope of the splitting, times -π
  have t := (hasDerivAt_iff_tendsto_slope_zero.mp (splitting_hasDerivAt h1 h2 d)).mono_left
    (nhdsWithin_mono (0 : ℝ) (fun x (hx : x ∈ Set.Ioi (0 : ℝ)) => (Set.mem_Ioi.mp hx).ne'))
  rw [show 4 * π * d * n1 * n2 / (n1 + n2) = -π * (-(4 * d * n1 * n2 / (n1 + n2))) by ring]
  refine (t.const_mul (-π)).congr' ?_
  filter_upwards [self_mem_nhdsWithin] with q hq
  have hq0 : q ≠ 0 := (Set.mem_Ioi.mp hq).ne'
  simp only [zero_add, hs0, smul_eq_mul, acousticSq]
  have hc : q * q⁻¹ = 1 := mul_inv_cancel₀ hq0
  linear_combination -(π * q⁻¹ * (n1 + n2 - splitting n1 n2 d q)) * hc

/-- For positive densities and distance, the acoustic frequency divided by `q` tends to the
sound velocity `√(4π d n1 n2 / (n1 + n2))` as `q` tends to zero. -/
theorem acoustic_velocity {n1 n2 d : ℝ} (h1 : 0 < n1) (h2 : 0 < n2) (hd : 0 < d) :
    Tendsto (fun q => √(acousticSq n1 n2 d q) / q) (𝓝[>] 0)
      (𝓝 (√(4 * π * d * n1 * n2 / (n1 + n2)))) := by
  refine ((Real.continuous_sqrt.tendsto _).comp
    (acoustic_bilayer_plasmon h1 h2 hd).2).congr' ?_
  filter_upwards [self_mem_nhdsWithin] with q hq
  have hq' : 0 < q := hq
  simp only [Function.comp_apply]
  rw [Real.sqrt_div' _ (sq_nonneg q), Real.sqrt_sq hq'.le]

end

end BilayerPlasmon
```

```lean
#print axioms BilayerPlasmon.plasmonMatrix_from_coulomb
#print axioms BilayerPlasmon.acoustic_bilayer_plasmon
#print axioms BilayerPlasmon.acoustic_velocity
```

```
'BilayerPlasmon.plasmonMatrix_from_coulomb' depends on axioms: [propext, Classical.choice, Quot.sound]
'BilayerPlasmon.acoustic_bilayer_plasmon' depends on axioms: [propext, Classical.choice, Quot.sound]
'BilayerPlasmon.acoustic_velocity' depends on axioms: [propext, Classical.choice, Quot.sound]
```

## Eigenvectors, bounds and a slope in Lean

`plasmonMatrix_from_coulomb` compares the four matrix entries with density times \(q^2\) times interaction. It checks this algebra; the response law itself is an input. `coupled_equations` turns the eigenvector condition into the two scalar equations.

`secular_factor` uses the square of `splitting`, which is \(S\), to factor the secular polynomial. `squaredFrequencies_eq` then proves both inclusions. Given an eigenvector, eliminating either amplitude shows that the polynomial times the other amplitude is zero. If \(w\) were neither root, both amplitudes would vanish. Conversely, for each root the vector

\[
(2\pi q n_1E,\; w-2\pi q n_1)
\]

solves both equations, and its first component is positive.

`acoustic_pos_lt_optical` proves \(0<S<n_1+n_2\) from \(0<E<1\), with `nlinarith` supplying the comparison of squares.

`splitting_hasDerivAt` differentiates the exponential, then the radicand, then the square root, as in the derivation above. The main theorem rewrites this derivative as a limit of difference quotients, restricts it to \(q>0\) and multiplies by \(-\pi\). For `acoustic_velocity`, continuity of the square root carries the limit over, and \(\sqrt{q^2}=q\) for positive \(q\) puts the quotient in the stated form.
